# Lagrange assignment of a point charge to p distinct nodes on a line preserves its moments below order p

A point charge `q` at position `x` on the real line is shared among finitely many, pairwise distinct mesh nodes, each node receiving `q` times its Lagrange weight at `x`. The theorem says that, with p nodes, the moments of the assigned charges about the origin equal `q * x ^ k` for every order k below p, while the moment of order p equals that of the point charge minus `q` times the product of the differences between `x` and the nodes. The proof rests on an earlier lemma, `energy_exact`, by which the assigned charges and the point charge have the same energy in any polynomial potential of degree below p. It applies this lemma to the monomial `X ^ k` for the lower moments, and for order p to `X ^ p` minus the nodal polynomial, which has degree below p and agrees with `X ^ p` at the nodes.

In Lean, a first try:

```lean
import Mathlib

open Polynomial

namespace MomentsOfAssignedCharge

noncomputable section

variable {ι : Type*} [Fintype ι]

/-- The moment of order `k` of charges `Q i` sitting on the mesh nodes. -/
def meshMoment (node Q : ι → ℝ) (k : ℕ) : ℝ :=
  ∑ i, Q i * node i ^ k

variable [DecidableEq ι]

/-- The Lagrange weight of node `i` for a particle at `x`; it is meant for pairwise distinct nodes.
-/
def lagrangeWeight (node : ι → ℝ) (x : ℝ) (i : ι) : ℝ :=
  ∏ j ∈ Finset.univ.erase i, (x - node j) / (node i - node j)

/-- The charge that node `i` receives from a point charge `q` at `x`, for pairwise
distinct nodes. -/
def assignedCharge (node : ι → ℝ) (q x : ℝ) (i : ι) : ℝ :=
  q * lagrangeWeight node x i

/-- The weight of a node is the value of its Lagrange basis polynomial at the particle. -/
theorem lagrangeWeight_eq_eval (node : ι → ℝ) (x : ℝ) (i : ι) :
    lagrangeWeight node x i = (Lagrange.basis Finset.univ node i).eval x := by
  rw [lagrangeWeight, Lagrange.basis, eval_prod]
  refine Finset.prod_congr rfl fun j _ => ?_
  simp only [Lagrange.basisDivisor, eval_mul, eval_C, eval_sub, eval_X]
  rw [div_eq_inv_mul]

/-- On distinct nodes, the assigned charges have the same energy as the point charge in
every polynomial potential of degree below the number of nodes. -/
theorem energy_exact {node : ι → ℝ} (hnode : Function.Injective node) (q x : ℝ)
    (P : ℝ[X]) (hP : P.degree < Fintype.card ι) :
    ∑ i, assignedCharge node q x i * P.eval (node i) = q * P.eval x := by
  -- the potential equals, as a polynomial, its interpolant through the mesh nodes
  have h := congrArg (eval x)
    (Lagrange.eq_interpolate (s := Finset.univ) (v := node) hnode.injOn hP)
  rw [Lagrange.interpolate_apply, eval_finsetSum] at h
  rw [h, Finset.mul_sum]
  refine Finset.sum_congr rfl fun i _ => ?_
  rw [assignedCharge, lagrangeWeight_eq_eval, eval_mul, eval_C]
  ring

/-- Lagrange charge assignment on `p` distinct nodes reproduces all moments of order below
`p` of a point charge, and the moment of order `p` is off by `-q ∏ (x - x_j)`. -/
theorem moments_of_assignedCharge {node : ι → ℝ} (hnode : Function.Injective node)
    (q x : ℝ) :
    (∀ k < Fintype.card ι, meshMoment node (assignedCharge node q x) k = q * x ^ k) ∧
    meshMoment node (assignedCharge node q x) (Fintype.card ι) =
      q * x ^ Fintype.card ι - q * ∏ j, (x - node j) := by
  constructor
  · intro k hk
    have h := energy_exact hnode q x (X ^ k) (by
      rw [degree_X_pow]
      exact_mod_cast hk)
    simpa only [eval_pow, eval_X] using h
  · -- subtracting the nodal polynomial lowers the degree and changes nothing on the mesh
    have hdeg : (X ^ Fintype.card ι - Lagrange.nodal Finset.univ node : ℝ[X]).degree
        < Fintype.card ι := by
      have h := degree_sub_lt (p := (X ^ Fintype.card ι : ℝ[X]))
        (q := Lagrange.nodal Finset.univ node)
        (by rw [degree_X_pow, Lagrange.degree_nodal, Finset.card_univ])
        (monic_X_pow _).ne_zero
        (by rw [(monic_X_pow _).leadingCoeff, Lagrange.nodal_monic.leadingCoeff])
      rwa [degree_X_pow] at h
    have h := energy_exact hnode q x _ hdeg
    simp only [eval_sub, eval_pow, eval_X, Lagrange.eval_nodal] at h
    have hzero : ∀ i, ∏ j, (node i - node j) = 0 := fun i =>
      Finset.prod_eq_zero (Finset.mem_univ i) (sub_self _)
    simp only [hzero, sub_zero] at h
    rw [meshMoment, h]
    ring

end

end MomentsOfAssignedCharge
```

The error:

```
Main.lean:61:4: error: Type mismatch: After simplification, term
  h
 has type
  @Eq ℝ (∑ x_1, assignedCharge node q x x_1 * node x_1 ^ k) (q * x ^ k)
but is expected to have type
  @Eq ℝ (meshMoment node (assignedCharge node q x) k) (q * x ^ k)
Main.lean:65:16: warning: `Polynomial.degree_sub_lt` has been deprecated: Use `Polynomial.degree_sub_lt_left` instead
```

Cause. The error is in the part on the lower moments. After simplification, `h` says that the explicit sum of charges times powers of node positions equals `q * x ^ k`, but the left side of the goal is still written as `meshMoment …`. The two sides are equal by definition, yet `simpa only [eval_pow, eval_X]` was not told to unfold `meshMoment`, and its closing comparison of `h` with the goal does not unfold an ordinary definition such as this one. Adding `meshMoment` to the list makes the simplifier unfold it in the goal, which then matches `h`.

The warning is a separate matter: `degree_sub_lt` is deprecated, and the diff puts `degree_sub_lt_left` in its place, as Lean advises. That change is mere tidying and plays no part in curing the error.

Fix (accepted with no message):

```diff
@@ -59,9 +59,9 @@
       rw [degree_X_pow]
       exact_mod_cast hk)
-    simpa only [eval_pow, eval_X] using h
+    simpa only [meshMoment, eval_pow, eval_X] using h
   · -- subtracting the nodal polynomial lowers the degree and changes nothing on the mesh
     have hdeg : (X ^ Fintype.card ι - Lagrange.nodal Finset.univ node : ℝ[X]).degree
         < Fintype.card ι := by
-      have h := degree_sub_lt (p := (X ^ Fintype.card ι : ℝ[X]))
+      have h := degree_sub_lt_left (p := (X ^ Fintype.card ι : ℝ[X]))
         (q := Lagrange.nodal Finset.univ node)
         (by rw [degree_X_pow, Lagrange.degree_nodal, Finset.card_univ])
```
